# Action and return time of the hydrogen orbit parallel to a magnetic field

**A.** Take a classical hydrogen atom in a static magnetic field, with zero angular momentum about the field. At scaled energy \(e<0\), the orbit that leaves the nucleus along the field and falls back has action \(S\) and return time \(T\) given by

\[
S(e)=2\int_0^{-1/e}p\,dz=\frac{2\pi}{\sqrt{-2e}},\qquad
\frac{dS}{de}=T(e)=2\int_0^{-1/e}\frac{dz}{p}=2\pi(-2e)^{-3/2}.
\]

Here \(z\) is the height above the nucleus and \(p=\sqrt{2(e+1/z)}\) is the momentum. Like \(e\), the quantities \(z\), \(p\), \(S\) and \(T\) are all scaled.

**Q.** I see no magnetic field in that.

**A.** It sits in the scaling. In atomic units, with field strength \(B\) and energy \(E\), lengths are multiplied by \(B^{2/3}\), momenta by \(B^{-1/3}\) and times by \(B\), and \(e=EB^{-2/3}\). The Hamiltonian then no longer contains \(B\):

\[
H=\tfrac12(p_\rho^2+p_z^2)-\frac1{\sqrt{\rho^2+z^2}}+\frac{\rho^2}{8},
\]

where \(\rho\) is the distance from the field axis. The diamagnetic term \(\rho^2/8\) and its slope vanish on the axis, so this orbit moves as in a pure Coulomb field.

**Q.** Then do the integrals by hand. The momentum diverges at the nucleus, and \(1/p\) diverges at the turning point \(z=-1/e\).

**A.** Use two functions that stay finite at both ends:

\[
D=zp=\sqrt{2z(1+ez)},\qquad \tau=\frac{\arcsin(-2ez-1)}{\sqrt{-2e}}.
\]

Differentiating \(D^2=2z+2ez^2\) gives \(D'=(1+2ez)/D\). For \(\tau\), note that \(1-(-2ez-1)^2=(-2e)D^2\), so \(\tau'=1/D\). Hence

\[
D'+\tau'=\frac{2(1+ez)}{D}=\frac Dz=p,\qquad
\frac{\tau'-D'}{-2e}=\frac zD=\frac1p .
\]

\(D\) is zero at both ends, while the arcsine runs from \(-\pi/2\) to \(\pi/2\), so \(\tau\) grows by \(\pi/\sqrt{-2e}\). Doubling for the way back gives \(S=2\pi/\sqrt{-2e}\) and \(T=2\pi/(-2e)^{3/2}\). Finally,

\[
\frac{d}{de}\,2\pi(-2e)^{-1/2}=2\pi\cdot\left(-\tfrac12\right)(-2)(-2e)^{-3/2}=T(e).
\]

**Q.** I accept that. Now show me that the Lean file is about the same atom.

**A.** The Hamiltonian is written out as above, as a real function of two momenta and two coordinates.

```lean
import Mathlib

open Real Set

namespace ParallelClosedOrbit

noncomputable section

/-- Scaled Hamiltonian of a hydrogen atom in a magnetic field along z, at zero angular momentum
about the field, in cylindrical coordinates away from the nucleus `ρ = z = 0`. -/
def scaledHamiltonian (pρ pz ρ z : ℝ) : ℝ :=
  (pρ ^ 2 + pz ^ 2) / 2 - 1 / √(ρ ^ 2 + z ^ 2) + ρ ^ 2 / 8
```

It describes one electron and a fixed nucleus, without spin or relativity. The scaling itself is a convention behind this formula; the file does not derive it from the unscaled problem.

**Q.** And the action? If it is defined by its closed form, there is nothing to prove.

**A.** It is defined as the integral, and so is the return time. The factor 2 stands for the way out and the way back.

```lean
/-- Momentum along the field axis at scaled energy `e` and height `z`, for `z > 0` and
`e + 1/z ≥ 0`. -/
def momentum (e z : ℝ) : ℝ := √(2 * (e + 1 / z))

/-- Action of the orbit from the nucleus to the turning point `-1/e` and back, for `e < 0`. -/
def action (e : ℝ) : ℝ := 2 * ∫ z in (0 : ℝ)..(-1 / e), momentum e z

/-- Time from the nucleus to the turning point `-1/e` and back, for `e < 0`. -/
def returnTime (e : ℝ) : ℝ := 2 * ∫ z in (0 : ℝ)..(-1 / e), 1 / momentum e z
```

The next two definitions are \(D\) and \(\tau\). They are tools for the proof and do not appear in the final statements.

```lean
/-- The product of height and momentum, written without a singularity at the nucleus. -/
def dilation (e z : ℝ) : ℝ := √(2 * z * (1 + e * z))

/-- Regularised time along the orbit, up to a constant, for `e < 0`. -/
def regTime (e z : ℝ) : ℝ := arcsin (-2 * e * z - 1) / √(-2 * e)
```

**Q.** What ties `momentum` to `scaledHamiltonian`? So far they are two unrelated formulas.

**A.** Two theorems do. The first says that \(\partial H/\partial\rho=0\) at \(\rho=0\) for every \(z>0\), so nothing pushes the electron off the axis. The second inserts \(\rho=p_\rho=0\) and \(p_z=p\) into \(H\) and finds the energy \(e\), wherever \(e+1/z\ge0\).

```lean
/-- On the field axis above the nucleus, the transverse derivative of the Hamiltonian vanishes. -/
theorem transverse_force_zero (pρ pz : ℝ) {z : ℝ} (hz : 0 < z) :
    HasDerivAt (fun ρ => scaledHamiltonian pρ pz ρ z) 0 0 := by
  unfold scaledHamiltonian
  have h0 : HasDerivAt (fun ρ : ℝ => ρ ^ 2) 0 0 := by simpa using hasDerivAt_pow 2 (0 : ℝ)
  have hp : (0 : ℝ) ^ 2 + z ^ 2 ≠ 0 := by positivity
  have hs : √((0 : ℝ) ^ 2 + z ^ 2) ≠ 0 := by positivity
  have h2 := (hasDerivAt_const (0 : ℝ) (1 : ℝ)).fun_div ((h0.add_const (z ^ 2)).sqrt hp) hs
  exact (((hasDerivAt_const (0 : ℝ) ((pρ ^ 2 + pz ^ 2) / 2)).fun_sub h2).fun_add
    (h0.div_const 8)).congr_deriv (by simp)

/-- In the classically allowed region of the axis above the nucleus, motion along the axis with
momentum `momentum e z` has scaled energy `e`. -/
theorem energy_on_axis {e z : ℝ} (hz : 0 < z) (h : 0 ≤ e + 1 / z) :
    scaledHamiltonian 0 (momentum e z) 0 z = e := by
  have hp : momentum e z ^ 2 = 2 * (e + 1 / z) := Real.sq_sqrt (by linarith)
  have hr : √((0 : ℝ) ^ 2 + z ^ 2) = z := by
    rw [show (0 : ℝ) ^ 2 + z ^ 2 = z ^ 2 by ring, Real.sqrt_sq hz.le]
  unfold scaledHamiltonian
  rw [hp, hr]
  ring
```

The trajectory as a function of time is not constructed. That \(2\int dz/p\) is the time of the round trip rests on \(\dot z=p_z\), which you read off from \(H\).

**Q.** I would get \(dS/de=T\) by differentiating under the integral, since \(\partial p/\partial e=1/p\).

**A.** That pointwise identity is proved too:

```lean
/-- At fixed height below the turning point, the energy derivative of the momentum is the
reciprocal of the momentum. -/
theorem momentum_hasDerivAt {e z : ℝ} (h : 0 < e + 1 / z) :
    HasDerivAt (fun x => momentum x z) (1 / momentum e z) e := by
  unfold momentum
  have hp : 2 * (e + 1 / z) ≠ 0 := by linarith
  exact ((((hasDerivAt_id' e).add_const (1 / z)).const_mul 2).sqrt hp).congr_deriv (by ring)
```

It shows why the result is plausible, and the moving upper limit adds nothing because \(p\) vanishes there. But \(1/p\) is unbounded near that limit, so the exchange of derivative and integral would need its own argument. The proof takes the route we took by hand and differentiates the closed form.

**Q.** Where are the derivatives of \(D\) and \(\tau\)?

**A.** In `orbit_derivatives`, for \(z\) strictly between nucleus and turning point. It gives four facts: \(D>0\), \(p=D/z\), \(D'=(1+2ez)/D\) and \(\tau'=1/D\). The last part of its proof contains the identity \(1-(-2ez-1)^2=(-2e)D^2\), with \(D^2\) written out.

```lean
/-- Between nucleus and turning point: `dilation` is positive and equals height times momentum,
and the height derivatives of `dilation` and `regTime` are as given. -/
theorem orbit_derivatives {e z : ℝ} (he : e < 0) (hz : z ∈ Ioo 0 (-1 / e)) :
    0 < dilation e z ∧ momentum e z = dilation e z / z ∧
    HasDerivAt (dilation e) ((1 + 2 * e * z) / dilation e z) z ∧
    HasDerivAt (regTime e) (1 / dilation e z) z := by
  have hz0 : 0 < z := hz.1
  have ha : e * (-1 / e) = -1 := mul_div_cancel₀ (-1) he.ne
  have h1 : 0 < 1 + e * z := by
    have := mul_lt_mul_of_neg_left hz.2 he
    rw [ha] at this
    linarith
  have hr : 0 < 2 * z * (1 + e * z) := by positivity
  have hu : 0 < √(2 * z * (1 + e * z)) := Real.sqrt_pos.2 hr
  have hk0 : 0 < -2 * e := by linarith
  have hk : 0 < √(-2 * e) := Real.sqrt_pos.2 hk0
  refine ⟨hu, ?_, ?_, ?_⟩
  · have hi := mul_inv_cancel₀ hz0.ne'
    have : 2 * (e + 1 / z) = 2 * z * (1 + e * z) / z ^ 2 := by
      rw [eq_div_iff (by positivity)]
      linear_combination (2 * z) * hi
    unfold momentum dilation
    rw [this, Real.sqrt_div' _ (sq_nonneg z), Real.sqrt_sq hz0.le]
  · have hq : HasDerivAt (fun y : ℝ => 2 * y * (1 + e * y)) (2 * (1 + 2 * e * z)) z :=
      (((hasDerivAt_id' z).const_mul 2).fun_mul
        (((hasDerivAt_id' z).const_mul e).const_add 1)).congr_deriv (by ring)
    exact (hq.sqrt hr.ne').congr_deriv (mul_div_mul_left _ _ two_ne_zero)
  · have hl : HasDerivAt (fun y : ℝ => -2 * e * y - 1) (-2 * e) z :=
      (((hasDerivAt_id' z).const_mul (-2 * e)).sub_const 1).congr_deriv (by ring)
    have hm : -2 * e * z - 1 ≠ -1 := by
      have := mul_pos hk0 hz0
      linarith
    have hM : -2 * e * z - 1 ≠ 1 := by
      intro h
      linarith
    refine (((Real.hasDerivAt_arcsin hm hM).comp z hl).div_const √(-2 * e)).congr_deriv ?_
    have hkk : √(-2 * e) * √(-2 * e) = -2 * e := Real.mul_self_sqrt hk0.le
    unfold dilation
    rw [show 1 - (-2 * e * z - 1) ^ 2 = (-2 * e) * (2 * z * (1 + e * z)) by ring,
      Real.sqrt_mul hk0.le, div_mul_eq_mul_div, div_div, div_eq_div_iff (by positivity) hu.ne']
    linear_combination (-√(2 * z * (1 + e * z))) * hkk
```

The end values come separately, together with continuity in \(z\):

```lean
/-- `dilation` and `regTime` are continuous in the height; `dilation` vanishes at the nucleus and
at the turning point, and `regTime` grows by `π/√(-2e)` between them. -/
theorem orbit_endpoints {e : ℝ} (he : e < 0) :
    Continuous (dilation e) ∧ Continuous (regTime e) ∧ dilation e 0 = 0 ∧
    dilation e (-1 / e) = 0 ∧ regTime e (-1 / e) - regTime e 0 = π / √(-2 * e) := by
  have ha : e * (-1 / e) = -1 := mul_div_cancel₀ (-1) he.ne
  refine ⟨?_, ?_, by simp [dilation], ?_, ?_⟩
  · exact Real.continuous_sqrt.comp (by fun_prop : Continuous fun z : ℝ => 2 * z * (1 + e * z))
  · exact (Real.continuous_arcsin.comp
      (by fun_prop : Continuous fun z : ℝ => -2 * e * z - 1)).div_const _
  · unfold dilation
    rw [ha, show (1 : ℝ) + -1 = 0 by norm_num, mul_zero, Real.sqrt_zero]
  · unfold regTime
    rw [show -2 * e * (-1 / e) - 1 = 1 by linear_combination (-2) * ha,
      show -2 * e * 0 - 1 = -1 by ring, Real.arcsin_one, Real.arcsin_neg_one]
    ring
```

**Q.** Lean gives a non-integrable function the integral zero. How do I know that you are not quoting such a value?

**A.** Integrability is part of both theorems, as `IntervalIntegrable`. The argument is short: a function that is continuous on the closed interval and has a non-negative derivative inside it has an integrable derivative. For the action that function is \(D+\tau\). In the proof, `hd` is the line \(D'+\tau'=p\), `hi` is integrability, and the fundamental theorem of calculus then leaves only the end values.

```lean
/-- The momentum is integrable along the orbit, and the action is `2π/√(-2e)`. -/
theorem action_eq {e : ℝ} (he : e < 0) :
    IntervalIntegrable (momentum e) MeasureTheory.volume 0 (-1 / e) ∧
    action e = 2 * π / √(-2 * e) := by
  obtain ⟨cD, cT, D0, D1, hT⟩ := orbit_endpoints he
  have ha : 0 ≤ -1 / e := (div_pos_of_neg_of_neg (by norm_num) he).le
  have hd : ∀ z ∈ Ioo 0 (-1 / e),
      HasDerivAt (fun y => dilation e y + regTime e y) (momentum e z) z := by
    intro z hz
    obtain ⟨hu, hp, h1, h2⟩ := orbit_derivatives he hz
    refine (h1.fun_add h2).congr_deriv ?_
    have hsq : dilation e z * dilation e z = 2 * z * (1 + e * z) :=
      Real.mul_self_sqrt (Real.sqrt_pos.1 hu).le
    rw [hp, ← add_div, div_eq_div_iff hu.ne' hz.1.ne']
    linear_combination -hsq
  have hi := (intervalIntegrable_iff_integrableOn_Ioc_of_le ha).2
    (intervalIntegral.integrableOn_deriv_of_nonneg (cD.add cT).continuousOn hd
      (fun z _ => Real.sqrt_nonneg _))
  refine ⟨hi, ?_⟩
  unfold action
  rw [intervalIntegral.integral_eq_sub_of_hasDerivAt_of_le ha (cD.add cT).continuousOn hd hi]
  simp only [Pi.add_apply]
  linear_combination 2 * D1 - 2 * D0 + 2 * hT
```

The return time follows the same pattern with \((\tau-D)/(-2e)\). This is Kepler's equation for an ellipse flattened to a line: up to an additive constant and a constant factor, the time is an angle minus its sine.

```lean
/-- The reciprocal momentum is integrable along the orbit, and the return time is
`2π/√(-2e)³`. -/
theorem returnTime_eq {e : ℝ} (he : e < 0) :
    IntervalIntegrable (fun z => 1 / momentum e z) MeasureTheory.volume 0 (-1 / e) ∧
    returnTime e = 2 * π / √(-2 * e) ^ 3 := by
  obtain ⟨cD, cT, D0, D1, hT⟩ := orbit_endpoints he
  have ha : 0 ≤ -1 / e := (div_pos_of_neg_of_neg (by norm_num) he).le
  have hk0 : 0 < -2 * e := by linarith
  have hc := (cT.sub cD).div_const (-2 * e)
  -- an antiderivative of the reciprocal momentum between nucleus and turning point
  have hd : ∀ z ∈ Ioo 0 (-1 / e),
      HasDerivAt (fun y => (regTime e y - dilation e y) / (-2 * e)) (1 / momentum e z) z := by
    intro z hz
    obtain ⟨hu, hp, h1, h2⟩ := orbit_derivatives he hz
    refine ((h2.fun_sub h1).div_const (-2 * e)).congr_deriv ?_
    rw [hp, one_div_div, div_eq_iff hk0.ne']
    ring
  have hi := (intervalIntegrable_iff_integrableOn_Ioc_of_le ha).2
    (intervalIntegral.integrableOn_deriv_of_nonneg hc.continuousOn hd
      (fun z _ => one_div_nonneg.2 (Real.sqrt_nonneg _)))
  refine ⟨hi, ?_⟩
  unfold returnTime
  rw [intervalIntegral.integral_eq_sub_of_hasDerivAt_of_le ha hc.continuousOn hd hi]
  simp only [Pi.sub_apply]
  rw [D0, D1, sub_zero, sub_zero, ← sub_div, hT]
  have hkk : √(-2 * e) ^ 2 = -2 * e := Real.sq_sqrt hk0.le
  rw [show √(-2 * e) ^ 3 = √(-2 * e) * √(-2 * e) ^ 2 by ring, hkk, div_div, mul_div_assoc]
```

**Q.** Now read me the main theorem.

**A.** For every real \(e<0\), the action equals \(2\pi/\sqrt{-2e}\); the function `action` is differentiable at \(e\) with derivative `returnTime e`; and that return time equals \(2\pi(-2e)^{-3/2}\). A derivative at \(e\) involves neighbouring energies, so the proof uses that the closed form holds at all energies near \(e\), which are negative as well. The rest turns \(\sqrt{-2e}^{\,3}\) into a real power.

```lean
/-- For scaled energy `e < 0` the orbit parallel to the field has action `2π/√(-2e)`; the energy
derivative of the action is the return time, which equals `2π(-2e)^(-3/2)`. -/
theorem parallel_orbit_action {e : ℝ} (he : e < 0) :
    action e = 2 * π / √(-2 * e) ∧ HasDerivAt action (returnTime e) e ∧
    returnTime e = 2 * π * (-2 * e) ^ (-(3 / 2) : ℝ) := by
  have hk0 : 0 < -2 * e := by linarith
  have hk : √(-2 * e) ≠ 0 := (Real.sqrt_pos.2 hk0).ne'
  refine ⟨(action_eq he).2, ?_, ?_⟩
  · have hs := ((hasDerivAt_id' e).const_mul (-2)).sqrt hk0.ne'
    have hf : HasDerivAt (fun x => 2 * π / √(-2 * x)) (returnTime e) e := by
      refine ((hasDerivAt_const e (2 * π)).fun_div hs hk).congr_deriv ?_
      rw [(returnTime_eq he).2]
      ring
    -- the closed form holds at all nearby energies
    refine hf.congr_of_eventuallyEq ?_
    filter_upwards [Iio_mem_nhds he] with x hx using (action_eq hx).2
  · have hr : (-2 * e) ^ (-(3 / 2) : ℝ) = (√(-2 * e) ^ 3)⁻¹ := by
      rw [Real.rpow_neg hk0.le, Real.sqrt_eq_rpow, ← Real.rpow_natCast, ← Real.rpow_mul hk0.le]
      norm_num
    rw [(returnTime_eq he).2, hr, div_eq_mul_inv]
```

**Q.** Does any of this touch quantum mechanics?

**A.** It does through a condition put in by hand. Let \(w=B^{-1/3}\), so that the unscaled action is \(wS\) and the unscaled energy is \(e/w^2\). Requiring \(wS=2\pi(n+1)\) with \(n=0,1,2,\dots\) means that a whole number of de Broglie wavelengths fits into the round trip. The last theorem says that this holds exactly when \(e/w^2=-1/(2(n+1)^2)\), which is the field-free hydrogen energy with principal quantum number \(n+1\). In Lean, \(w\) is simply a positive real number.

```lean
/-- With `w = B^(-1/3)` for field strength `B`, the unscaled action `w S(e)` equals `2π(n+1)`
exactly when the unscaled energy `e/w²` equals `-1/(2(n+1)²)`. -/
theorem action_quantized_iff {e w : ℝ} (he : e < 0) (hw : 0 < w) (n : ℕ) :
    w * action e = 2 * π * (n + 1) ↔ e / w ^ 2 = -1 / (2 * ((n : ℝ) + 1) ^ 2) := by
  have hk0 : 0 < -2 * e := by linarith
  have hk : 0 < √(-2 * e) := Real.sqrt_pos.2 hk0
  have hkk : √(-2 * e) ^ 2 = -2 * e := Real.sq_sqrt hk0.le
  have hn : (0 : ℝ) < n + 1 := by positivity
  have hpi : 2 * π ≠ 0 := by positivity
  rw [(action_eq he).2, ← mul_div_assoc, div_eq_iff hk.ne',
    div_eq_div_iff (by positivity) (by positivity)]
  constructor
  · intro h
    have h1 : w = (n + 1) * √(-2 * e) := mul_left_cancel₀ hpi (by linear_combination h)
    have h2 : w ^ 2 = ((n + 1) * √(-2 * e)) ^ 2 := congrArg (· ^ 2) h1
    linear_combination h2 + ((n : ℝ) + 1) ^ 2 * hkk
  · intro h
    have h2 : w ^ 2 = ((n + 1) * √(-2 * e)) ^ 2 := by
      linear_combination h - ((n : ℝ) + 1) ^ 2 * hkk
    have h1 := (pow_left_inj₀ hw.le (mul_pos hn hk).le two_ne_zero).1 h2
    linear_combination (2 * π) * h1

end

end ParallelClosedOrbit
```

```lean
#print axioms ParallelClosedOrbit.energy_on_axis
-- 'ParallelClosedOrbit.energy_on_axis' depends on axioms: [propext, Classical.choice, Quot.sound]
#print axioms ParallelClosedOrbit.momentum_hasDerivAt
-- 'ParallelClosedOrbit.momentum_hasDerivAt' depends on axioms: [propext, Classical.choice, Quot.sound]
#print axioms ParallelClosedOrbit.parallel_orbit_action
-- 'ParallelClosedOrbit.parallel_orbit_action' depends on axioms: [propext, Classical.choice, Quot.sound]
#print axioms ParallelClosedOrbit.action_quantized_iff
-- 'ParallelClosedOrbit.action_quantized_iff' depends on axioms: [propext, Classical.choice, Quot.sound]
```

**Q.** So the levels in the field are the field-free ones?

**A.** No. The theorem is an equivalence between two conditions on this one classical orbit. A quantum state also spreads away from the axis, where the diamagnetic term acts.

**Q.** Give me numbers.

**A.** Take \(e=-2\). The turning point is at \(z=1/2\), and \(\sqrt{-2e}=2\), so \(S=\pi\) and \(T=2\pi/8=\pi/4\approx0.78540\). To test the derivative, use the energies \(-1.98\) and \(-2.02\):

\[
\frac{S(-1.98)-S(-2.02)}{0.04}\approx0.78545 .
\]

For \(n=9\) the condition \(wS=20\pi\) gives \(w=20\), hence \(B=1/8000\) and \(E=-2/400=-1/200\) in atomic units, as it should be for principal quantum number 10.

**Q.** And where would I meet \(S\) in a calculation?

**A.** In the semiclassical analysis of absorption spectra into Rydberg states with zero angular momentum about the field, where this orbit is one contribution among many. You hold \(e\) fixed, vary \(w\), and Fourier transform the spectrum with respect to \(w\). An orbit of action \(S\) contributes an oscillation whose phase is \(wS\) plus a constant, so its peak lies at \(S/2\pi\). For the parallel orbit that is \(1/\sqrt{-2e}\), or \(0.5\) at \(e=-2\), and repeated traversals lie at the multiples.

A program that integrates closed orbits numerically can be tested on this one against the closed forms of \(S\) and \(T\). On the axis it can also step the pair \(z\) and \(D=zp\) in the regularised time, \(d\tau=dt/z\), with \(p\) now counted negative on the way back: the momentum diverges at the nucleus, while \(dz/d\tau=D\) and \(dD/d\tau=1+2ez\) stay finite.
